# Power-law bounds on the form factor and Hartree tail of a spherical pseudized augmentation function

## Physical setting

A plane-wave calculation with ultrasoft pseudopotentials needs a cutoff $G_c$ for the charge density, and the augmentation charges, confined to small spheres around the nuclei, have to be represented below that cutoff. These charges vary rapidly, so they are commonly replaced by smoother functions before use, which is called pseudization. How large $G_c$ must be for a given accuracy then depends on how fast the Fourier components of the smoothed function fall off with the wave number $G$; in practice the value is usually found by convergence tests. The result below turns smoothness and boundary conditions into an explicit bound on that decay and on the electrostatic self-energy left beyond $G_c$, for a single spherically symmetric function and a continuous wave number.

Let $Q(r)$ be a real radial function on $0 \le r \le R$ with $R > 0$, and set $g(r) = r\,Q(r)$. With $j_0(x) = \sin x/x$ and $j_0(0) = 1$, the form factor and the tail integral are

$$\tilde Q(G) = \int_0^R r^2 Q(r)\, j_0(Gr)\,dr, \qquad T(G_c) = \int_{G_c}^\infty \tilde Q(G)^2\,dG .$$

The link to the Hartree energy runs as follows. A spherical charge density equal to $Q$ inside the sphere and zero outside has the three-dimensional Fourier transform $\rho(G) = 4\pi \tilde Q(G)$. In atomic units its self-energy is $\tfrac12 \int \frac{d^3G}{(2\pi)^3}\,\frac{4\pi}{G^2}\,\rho(G)^2$. The factor $G^2$ of the volume element cancels the $1/G^2$ of the Coulomb kernel, and the part of the integral with $G > G_c$ is $16\pi\,T(G_c)$.

## Statement

Let $n \ge 0$ be an integer and write $g^{(k)}$ for the $k$-th derivative of $g$ on $[0,R]$, one-sided at the end points. Call $Q$ pseudized to order $n$ if $g$ is $n$ times continuously differentiable on $[0,R]$, if $g^{(k)}(R) = 0$ for all $k < n$, and if $g^{(k)}(0) = 0$ for all even $k < n$. Put $K = \int_0^R |g^{(n)}(r)|\,dr$. Then

$$|\tilde Q(G)| \le \frac{K}{G^{\,n+1}} \quad \text{for } G > 0,$$

and for every $G_c > 0$ the function $\tilde Q^2$ is integrable on $(G_c,\infty)$ with

$$T(G_c) \le \frac{K^2}{(2n+1)\,G_c^{\,2n+1}} .$$

For $n = 0$ both boundary conditions are empty, $g$ is merely continuous, $K = \int_0^R |g|\,dr$, and the bounds read $K/G$ and $K^2/G_c$. The function $Q(r) = (1-r^2)^2$ with $R = 1$ is pseudized to order $2$.

## Derivation

For $G \ne 0$ and $r \ne 0$ one has $r^2 Q(r)\, j_0(Gr) = r\,Q(r) \sin(Gr)/G$, and at $r = 0$ both sides vanish. Hence

$$\tilde Q(G) = \frac1G \int_0^R g(r)\sin(Gr)\,dr .$$

Take a function $f$, continuous on $[0,R]$ with an integrable derivative $f'$ in the interior, and a phase $\varphi$. The product rule gives $\frac{d}{dr}\left[f\cos(Gr+\varphi)\right] = f'\cos(Gr+\varphi) - G f \sin(Gr+\varphi)$. Integrating from $0$ to $R$ and rearranging,

$$G\int_0^R f\sin(Gr+\varphi)\,dr = f(0)\cos\varphi - f(R)\cos(GR+\varphi) + \int_0^R f'\cos(Gr+\varphi)\,dr .$$

The claim to be proved by induction on $m$, for $0 \le m \le n$, is

$$G^m\int_0^R g\sin(Gr)\,dr = \int_0^R g^{(m)}\sin\!\left(Gr + \frac{m\pi}{2}\right)dr .$$

For $m = 0$ the two sides coincide. Suppose the claim holds for some $m < n$. Multiply it by $G$ and apply the integration by parts with $f = g^{(m)}$ and $\varphi = m\pi/2$. The term at $R$ contains $g^{(m)}(R) = 0$. The term at the origin is $g^{(m)}(0)\cos(m\pi/2)$: for even $m$ the first factor vanishes by hypothesis, and for odd $m$ the cosine vanishes. What remains is $\int_0^R g^{(m+1)}\cos(Gr + m\pi/2)\,dr$, and $\cos x = \sin(x + \pi/2)$ turns this into the claim for $m+1$.

Setting $m = n$ and dividing by $G^{n+1}$ for $G > 0$,

$$|\tilde Q(G)| = \frac{1}{G^{n+1}}\left|\int_0^R g^{(n)}\sin\!\left(Gr + \frac{n\pi}{2}\right)dr\right| \le \frac{1}{G^{n+1}}\int_0^R |g^{(n)}|\,dr = \frac{K}{G^{n+1}},$$

where the inequality uses $|\int u| \le \int |u|$ for an integrable $u$, and $|\sin| \le 1$.

Squaring gives $\tilde Q(G)^2 \le K^2 G^{-(2n+2)}$ for $G > G_c$. The sine transform of $g$ is continuous in $G$, by dominated convergence with the integrable bound $|g|$, so $\tilde Q^2$ is continuous on $(G_c,\infty)$. It lies below an integrable function and is therefore integrable, and

$$T(G_c) \le K^2\int_{G_c}^\infty G^{-(2n+2)}\,dG = K^2\left[\frac{-G^{-(2n+1)}}{2n+1}\right]_{G_c}^{\infty} = \frac{K^2}{(2n+1)\,G_c^{\,2n+1}} .$$

For the example, $g = r - 2r^3 + r^5$ and $g' = 1 - 6r^2 + 5r^4$, so $g(0) = g(1) = g'(1) = 0$, which is all that order $2$ requires. The odd derivative $g'(0) = 1$ is left free.

## What the formal version assumes

`radial Q` is $g$, `radialDeriv Q R k` is $g^{(k)}$, `roughness Q R n` is $K$, `formFactor Q R G` is $\tilde Q(G)$ (written $Q(G)$ in the comments of the file), and `hartreeTail Q R Gc` is $T(G_c)$. The form factor carries no factor $4\pi$, no cell volume and no structure factor. The three fields of `IsPseudized`, namely `smooth`, `atRadius` and `atOrigin`, are the three conditions of the statement. Although `Q` is a function on all real numbers, only its values on $[0,R]$ enter: the integrals run from $0$ to $R$ and the derivatives are taken with `iteratedDerivWithin` on `Icc 0 R`.

The conditions are placed on $g$, not on $Q$. Since $g(0) = 0\cdot Q(0)$, the case $k = 0$ of `atOrigin` holds for any `Q`, and the first real restriction from that field is $g''(0) = 0$, which appears for $n \ge 3$. (The field `smooth` already asks that $r\,Q(r) \to 0$ as $r \to 0$, which excludes a singularity such as $1/r$ for every $n$.) For a smooth $Q$ one has $g''(0) = 2Q'(0)$, so it forbids a cusp at the nucleus.

The final theorems are `formFactor_bound`, the pointwise estimate under `hR : 0 < R` and `hG : 0 < G`; `hartreeTail_bound`, the conjunction of integrability on `Ioi Gc` and the tail estimate under the same `hR` and `hc : 0 < Gc`; and `isPseudized_witness`. The integrability clause matters because Lean gives the value $0$ to the integral of a non-integrable function, which would satisfy the inequality trivially.

Pseudization is a hypothesis here, and it means only the three conditions above. A rapidly varying function can meet them as well; in the bounds its variation enters through $K$. No smooth function is constructed from an all-electron one, and conservation of charge or of multipole moments plays no part. Only the angular-momentum channel $l = 0$, with kernel $j_0$, is treated. The tail is an integral over a continuous $G$, as for an isolated charge, and not a sum over reciprocal lattice vectors. It measures the interaction of one function with itself, without cross terms to other augmentation functions or to the smooth density, and so it is not a bound on the error of a total energy. Both estimates are upper bounds, with no claim of sharpness. Since $K$ depends on $n$, a higher order need not give a smaller bound at a fixed $G_c$.

Without `atRadius` the pointwise bound can fail. Take $Q = 1$, $R = 1$, $n = 2$. Then $g = r$ is smooth, $g(0) = 0$, and $g'' = 0$ gives $K = 0$, so the bound would force $\tilde Q(G) = 0$ for all $G > 0$. In fact $\tilde Q(G) = (\sin G - G\cos G)/G^3$, which equals $1/\pi^2$ at $G = \pi$. The surviving boundary term $-g(1)\cos G$ produces an oscillating decay like $G^{-2}$, that of a uniformly charged sphere with a sharp edge.

One could instead have extended $g$ by zero beyond $R$ and asked for $n$ continuous derivatives on the whole half-line $r \ge 0$. The conditions at $R$ would then follow from continuity, but $g^{(n)}(R) = 0$ would be forced as well, which is one condition more than the derivation uses. The example shows the loss: $g'' = -12r + 20r^3$ equals $8$ at $r = 1$, so its extension by zero has only one continuous derivative and would qualify for $n = 1$, not $n = 2$. The prefactor $16\pi$, the counter-example and this comparison were worked out on paper and have not been checked in Lean.

## The file

```lean
import Mathlib

open Real Set MeasureTheory

namespace AugmentationPseudization

noncomputable section

/-- The spherical Bessel function `j₀(x) = sin x / x`, with `j₀(0) = 1`. -/
def j0 (x : ℝ) : ℝ := if x = 0 then 1 else sin x / x

/-- The reduced radial function `g(r) = r Q(r)` of an augmentation function `Q`. -/
def radial (Q : ℝ → ℝ) (r : ℝ) : ℝ := r * Q r

/-- The `k`-th derivative of `g = r Q` on `[0, R]`, one-sided at the end points. -/
def radialDeriv (Q : ℝ → ℝ) (R : ℝ) (k : ℕ) : ℝ → ℝ :=
  iteratedDerivWithin k (radial Q) (Icc 0 R)

/-- Pseudization to order `n`: `g = r Q` is `Cⁿ` on `[0, R]`, its derivatives of order below `n`
vanish at `R`, and those of even order below `n` vanish at the origin. -/
structure IsPseudized (Q : ℝ → ℝ) (R : ℝ) (n : ℕ) : Prop where
  smooth : ContDiffOn ℝ n (radial Q) (Icc 0 R)
  atRadius : ∀ k < n, radialDeriv Q R k R = 0
  atOrigin : ∀ k < n, Even k → radialDeriv Q R k 0 = 0

/-- The constant `K = ∫₀^R |g⁽ⁿ⁾(r)| dr`. -/
def roughness (Q : ℝ → ℝ) (R : ℝ) (n : ℕ) : ℝ := ∫ r in (0 : ℝ)..R, |radialDeriv Q R n r|

/-- The form factor `Q(G) = ∫₀^R r² Q(r) j₀(G r) dr`. -/
def formFactor (Q : ℝ → ℝ) (R G : ℝ) : ℝ := ∫ r in (0 : ℝ)..R, r ^ 2 * Q r * j0 (G * r)

/-- The Hartree tail integral `∫_{G > Gc} Q(G)² dG` beyond the cutoff `Gc`. -/
def hartreeTail (Q : ℝ → ℝ) (R Gc : ℝ) : ℝ := ∫ G in Ioi Gc, formFactor Q R G ^ 2

/-- For `G ≠ 0` the form factor is `1/G` times the sine transform of `g = r Q`. -/
theorem formFactor_eq_sine (Q : ℝ → ℝ) (R : ℝ) {G : ℝ} (hG : G ≠ 0) :
    formFactor Q R G = 1 / G * ∫ r in (0 : ℝ)..R, radial Q r * sin (G * r) := by
  have h : ∀ r, r ^ 2 * Q r * j0 (G * r) = 1 / G * (radial Q r * sin (G * r)) := by
    intro r
    by_cases hr : r = 0
    · simp [radial, hr]
    · simp only [j0, radial, if_neg (mul_ne_zero hG hr)]
      field_simp
  simp only [formFactor, h, intervalIntegral.integral_const_mul]

/-- One integration by parts against `sin(G r + φ)` on `[0, R]`, with both boundary terms. -/
theorem parts_step {f f' : ℝ → ℝ} {R : ℝ} (hR : 0 ≤ R) (G φ : ℝ)
    (hf : ContinuousOn f (Icc 0 R)) (hd : ∀ r ∈ Ioo 0 R, HasDerivAt f (f' r) r)
    (hf' : IntervalIntegrable f' volume 0 R) :
    G * ∫ r in (0 : ℝ)..R, f r * sin (G * r + φ) =
      f 0 * cos φ - f R * cos (G * R + φ) + ∫ r in (0 : ℝ)..R, f' r * cos (G * r + φ) := by
  have hc : Continuous fun r : ℝ => cos (G * r + φ) := by fun_prop
  have hs : Continuous fun r : ℝ => sin (G * r + φ) := by fun_prop
  have hF : ∀ r ∈ Ioo 0 R, HasDerivAt (fun r => f r * cos (G * r + φ))
      (f' r * cos (G * r + φ) - G * (f r * sin (G * r + φ))) r := by
    intro r hr
    have h1 : HasDerivAt (fun r => G * r + φ) G r :=
      (((hasDerivAt_id' r).const_mul G).add_const φ).congr_deriv (mul_one G)
    exact ((hd r hr).fun_mul h1.cos).congr_deriv (by ring)
  have i1 : IntervalIntegrable (fun r => f' r * cos (G * r + φ)) volume 0 R :=
    hf'.mul_continuousOn hc.continuousOn
  have i2 : IntervalIntegrable (fun r => G * (f r * sin (G * r + φ))) volume 0 R :=
    ((hf.intervalIntegrable_of_Icc hR).mul_continuousOn hs.continuousOn).const_mul G
  -- fundamental theorem of calculus for the product f cos
  have key := intervalIntegral.integral_eq_sub_of_hasDerivAt_of_le hR
    (f := fun r => f r * cos (G * r + φ)) (hf.mul hc.continuousOn) hF (i1.sub i2)
  rw [intervalIntegral.integral_sub i1 i2, intervalIntegral.integral_const_mul] at key
  simp only [mul_zero, zero_add] at key
  linarith

/-- For a function pseudized to order `n` and `m ≤ n`,
`Gᵐ ∫₀^R g sin(G r) dr = ∫₀^R g⁽ᵐ⁾ sin(G r + m π/2) dr`. -/
theorem iterated_parts {Q : ℝ → ℝ} {R : ℝ} {n : ℕ} (hR : 0 < R) (h : IsPseudized Q R n)
    (G : ℝ) (m : ℕ) (hm : m ≤ n) :
    G ^ m * ∫ r in (0 : ℝ)..R, radial Q r * sin (G * r) =
      ∫ r in (0 : ℝ)..R, radialDeriv Q R m r * sin (G * r + m * π / 2) := by
  have hu : UniqueDiffOn ℝ (Icc 0 R) := uniqueDiffOn_Icc hR
  have hc : ∀ k ≤ n, ContinuousOn (radialDeriv Q R k) (Icc 0 R) := fun k hk =>
    h.smooth.continuousOn_iteratedDerivWithin (by exact_mod_cast hk) hu
  induction m with
  | zero => simp [radialDeriv]
  | succ m ih =>
    have hmn : m < n := hm
    have hd : ∀ r ∈ Ioo 0 R,
        HasDerivAt (radialDeriv Q R m) (radialDeriv Q R (m + 1) r) r := by
      intro r hr
      have hdiff := h.smooth.differentiableOn_iteratedDerivWithin (m := m)
        (by exact_mod_cast hmn) hu r (Ioo_subset_Icc_self hr)
      unfold radialDeriv
      rw [iteratedDerivWithin_succ]
      exact hdiff.hasDerivWithinAt.hasDerivAt (Icc_mem_nhds hr.1 hr.2)
    -- the boundary term at the origin: hypothesis for even m, cosine for odd m
    have h0 : radialDeriv Q R m 0 * cos (m * π / 2) = 0 := by
      rcases Nat.even_or_odd m with he | ⟨j, hj⟩
      · rw [h.atOrigin m hmn he, zero_mul]
      · have : cos (m * π / 2) = 0 :=
          Real.cos_eq_zero_iff.2 ⟨j, by rw [hj]; push_cast; ring⟩
        rw [this, mul_zero]
    have hs : ∀ r, sin (G * r + ((m + 1 : ℕ) : ℝ) * π / 2) = cos (G * r + m * π / 2) := by
      intro r
      rw [← sin_add_pi_div_two]
      congr 1
      push_cast
      ring
    have step := parts_step hR.le G (m * π / 2) (hc m hmn.le) hd
      ((hc (m + 1) hm).intervalIntegrable_of_Icc hR.le)
    simp only [hs]
    rw [pow_succ', mul_assoc, ih hmn.le, step, h0, h.atRadius m hmn]
    ring

/-- Decay of the form factor of a function pseudized to order `n` on `[0, R]` with `R > 0`: `|Q(G)| ≤ K / Gⁿ⁺¹` for `G > 0`. -/
theorem formFactor_bound {Q : ℝ → ℝ} {R : ℝ} {n : ℕ} (hR : 0 < R) (h : IsPseudized Q R n)
    {G : ℝ} (hG : 0 < G) : |formFactor Q R G| ≤ roughness Q R n / G ^ (n + 1) := by
  have key : ∀ S : ℝ, 1 / G * S = G ^ n * S / G ^ (n + 1) := by
    intro S
    rw [pow_succ]
    field_simp
  have hc : ContinuousOn (radialDeriv Q R n) (Icc 0 R) :=
    h.smooth.continuousOn_iteratedDerivWithin le_rfl (uniqueDiffOn_Icc hR)
  have hi : IntervalIntegrable (radialDeriv Q R n) volume 0 R :=
    hc.intervalIntegrable_of_Icc hR.le
  have hs : Continuous fun r : ℝ => sin (G * r + n * π / 2) := by fun_prop
  have hp : 0 < G ^ (n + 1) := pow_pos hG _
  rw [formFactor_eq_sine Q R hG.ne', key, iterated_parts hR h G n le_rfl, abs_div,
    abs_of_pos hp]
  refine div_le_div_of_nonneg_right ?_ hp.le
  refine (intervalIntegral.abs_integral_le_integral_abs hR.le).trans ?_
  refine intervalIntegral.integral_mono_on hR.le (hi.mul_continuousOn hs.continuousOn).abs
    hi.abs fun r _ => ?_
  rw [abs_mul]
  exact mul_le_of_le_one_right (abs_nonneg _) (abs_sin_le_one _)

/-- The sine transform over `[0, R]` of an integrable function is continuous in `G`. -/
theorem continuous_sine_transform {g : ℝ → ℝ} {R : ℝ} (hg : IntervalIntegrable g volume 0 R) :
    Continuous fun G : ℝ => ∫ r in (0 : ℝ)..R, g r * sin (G * r) := by
  refine intervalIntegral.continuous_of_dominated_interval (bound := fun r => |g r|)
    (fun G => ?_) (fun G => ae_of_all _ fun r _ => ?_) hg.abs
    (ae_of_all _ fun r _ => by fun_prop)
  · have hs : Continuous fun r : ℝ => sin (G * r) := by fun_prop
    exact (intervalIntegrable_iff.1 (hg.mul_continuousOn hs.continuousOn)).aestronglyMeasurable
  · rw [Real.norm_eq_abs, abs_mul]
    exact mul_le_of_le_one_right (abs_nonneg _) (abs_sin_le_one _)

/-- The power `G^{-(2n+2)}` is integrable beyond `Gc > 0`, with integral
`1 / ((2n+1) Gc^{2n+1})`. -/
theorem power_tail (n : ℕ) {Gc : ℝ} (hc : 0 < Gc) :
    IntegrableOn (fun G : ℝ => (G ^ (2 * n + 2))⁻¹) (Ioi Gc) ∧
      ∫ G in Ioi Gc, (G ^ (2 * n + 2))⁻¹ = 1 / ((2 * n + 1) * Gc ^ (2 * n + 1)) := by
  have hn : (0 : ℝ) ≤ n := Nat.cast_nonneg n
  have ha : -((2 * n + 2 : ℕ) : ℝ) < -1 := by
    push_cast
    linarith
  have he : EqOn (fun G : ℝ => G ^ (-((2 * n + 2 : ℕ) : ℝ)))
      (fun G : ℝ => (G ^ (2 * n + 2))⁻¹) (Ioi Gc) := by
    intro G hG
    have hG' : 0 ≤ G := (hc.trans hG).le
    simp only [Real.rpow_neg hG', Real.rpow_natCast]
  refine ⟨(integrableOn_Ioi_rpow_of_lt ha hc).congr_fun he measurableSet_Ioi, ?_⟩
  have h1 : -((2 * n + 2 : ℕ) : ℝ) + 1 = -((2 * n + 1 : ℕ) : ℝ) := by
    push_cast
    ring
  rw [← setIntegral_congr_fun measurableSet_Ioi he, integral_Ioi_rpow_of_lt ha hc, h1,
    Real.rpow_neg hc.le, Real.rpow_natCast, neg_div_neg_eq]
  push_cast
  field_simp

/-- For a function pseudized to order `n`, `Q(G)²` is integrable beyond any cutoff `Gc > 0` and
the Hartree tail is at most `K² / ((2n+1) Gc^{2n+1})`. -/
theorem hartreeTail_bound {Q : ℝ → ℝ} {R : ℝ} {n : ℕ} (hR : 0 < R) (h : IsPseudized Q R n)
    {Gc : ℝ} (hc : 0 < Gc) :
    IntegrableOn (fun G => formFactor Q R G ^ 2) (Ioi Gc) ∧
      hartreeTail Q R Gc ≤ roughness Q R n ^ 2 / ((2 * n + 1) * Gc ^ (2 * n + 1)) := by
  obtain ⟨hint, hval⟩ := power_tail n hc
  have hb : ∀ G ∈ Ioi Gc,
      formFactor Q R G ^ 2 ≤ roughness Q R n ^ 2 * (G ^ (2 * n + 2))⁻¹ := by
    intro G hG
    calc formFactor Q R G ^ 2 = |formFactor Q R G| ^ 2 := (sq_abs _).symm
      _ ≤ (roughness Q R n / G ^ (n + 1)) ^ 2 :=
        pow_le_pow_left₀ (abs_nonneg _) (formFactor_bound hR h (hc.trans hG)) 2
      _ = roughness Q R n ^ 2 * (G ^ (2 * n + 2))⁻¹ := by
        rw [div_pow, ← pow_mul, div_eq_mul_inv, show (n + 1) * 2 = 2 * n + 2 by ring]
  -- continuity in G gives measurability
  have hS := continuous_sine_transform
    (h.smooth.continuousOn.intervalIntegrable_of_Icc hR.le)
  have hinv : ContinuousOn (fun G : ℝ => 1 / G) (Ioi Gc) :=
    continuousOn_const.div continuousOn_id fun G hG => (hc.trans hG).ne'
  have hcont : ContinuousOn (formFactor Q R) (Ioi Gc) :=
    (hinv.mul hS.continuousOn).congr fun G hG => formFactor_eq_sine Q R (hc.trans hG).ne'
  have hdom : IntegrableOn (fun G : ℝ => roughness Q R n ^ 2 * (G ^ (2 * n + 2))⁻¹) (Ioi Gc) :=
    hint.const_mul _
  have hI : IntegrableOn (fun G => formFactor Q R G ^ 2) (Ioi Gc) := by
    refine Integrable.mono' hdom ((hcont.pow 2).aestronglyMeasurable measurableSet_Ioi)
      ((ae_restrict_iff' measurableSet_Ioi).2 (ae_of_all _ fun G hG => ?_))
    rw [Real.norm_eq_abs, abs_of_nonneg (sq_nonneg _)]
    exact hb G hG
  refine ⟨hI, (setIntegral_mono_on hI hdom measurableSet_Ioi hb).trans_eq ?_⟩
  rw [integral_const_mul, hval, mul_one_div]

/-- The function `Q(r) = (1 - r²)²` is pseudized to order `2` at radius `1`. -/
theorem isPseudized_witness : IsPseudized (fun r => (1 - r ^ 2) ^ 2) 1 2 := by
  have hs : ContDiff ℝ (2 : ℕ) (fun r : ℝ => r * (1 - r ^ 2) ^ 2) := by fun_prop
  have hd : HasDerivAt (fun r : ℝ => r * (1 - r ^ 2) ^ 2) 0 1 :=
    ((hasDerivAt_id' (1 : ℝ)).fun_mul
      (((hasDerivAt_pow 2 (1 : ℝ)).const_sub 1).fun_pow 2)).congr_deriv (by norm_num)
  refine ⟨hs.contDiffOn, fun k hk => ?_, fun k hk he => ?_⟩
  · interval_cases k
    · simp [radialDeriv, radial]
    · simp only [radialDeriv, iteratedDerivWithin_one]
      exact hd.hasDerivWithinAt.derivWithin (uniqueDiffOn_Icc one_pos 1 (by simp))
  · interval_cases k
    · simp [radialDeriv, radial]
    · exact absurd he (by decide)

end

end AugmentationPseudization
```

```lean
#print axioms AugmentationPseudization.hartreeTail_bound
```

```
'AugmentationPseudization.hartreeTail_bound' depends on axioms: [propext, Classical.choice, Quot.sound]
```

## Notes on the proof

`formFactor_eq_sine` proves the pointwise identity `h` by separating $r = 0$ from $r \ne 0$, where `j0` takes its quotient form, and then pulls $1/G$ out of the integral.

`parts_step` is the single integration by parts. `hF` is the product rule for $f\cos(Gr+\varphi)$ at interior points, and `i1`, `i2` state that the two terms of the derivative are integrable. `key` applies the fundamental theorem of calculus in the form `intervalIntegral.integral_eq_sub_of_hasDerivAt_of_le`, which asks for continuity on the closed interval and differentiability only on the open one. After the integral is split, `linarith` does the rearrangement.

`iterated_parts` is the induction, valid for $R > 0$ and every real $G$. `hc` gives continuity of $g^{(k)}$ on $[0,R]$ for $k \le n$. `hd` shows that at an interior point $g^{(m+1)}$ is the ordinary two-sided derivative of $g^{(m)}$, because $[0,R]$ is a neighbourhood of such a point. `h0` is the boundary term at the origin, split by `Nat.even_or_odd`: `h.atOrigin` handles even $m$, and `Real.cos_eq_zero_iff` handles $m = 2j+1$ with $j$ a natural number. `hs` is the phase shift from cosine to sine. The closing `rw` writes $G^{m+1} = G\cdot G^m$, inserts the induction hypothesis and `step`, and removes the boundary terms with `h0` and `h.atRadius`.

`formFactor_bound` uses `key` to write $S/G = G^n S/G^{n+1}$ for a real number $S$, here the sine transform, so that `iterated_parts` applies with $m = n$. The two inequalities of the derivation are `intervalIntegral.abs_integral_le_integral_abs` and `intervalIntegral.integral_mono_on` with `abs_sin_le_one`.

`continuous_sine_transform` is the dominated-convergence step, with $|g(r)|$ supplied as `bound`. `power_tail` regards $G^{-(2n+2)}$ as a real power with exponent below $-1$, which is `ha`, takes integrability and the value from `integrableOn_Ioi_rpow_of_lt` and `integral_Ioi_rpow_of_lt`, and transfers both to integer powers through `he`.

In `hartreeTail_bound`, `hb` is the squared pointwise bound and `hcont` is continuity of $\tilde Q$ on $(G_c,\infty)$ as the product of $1/G$ and the sine transform. `Integrable.mono'` yields integrability from the dominating function in `hdom`, `setIntegral_mono_on` compares the two integrals, and `hval` evaluates the larger one.

`isPseudized_witness` runs through $k = 0, 1$ with `interval_cases`. At $R = 1$ the value $g(1) = 0$ follows by simplification and $g'(1) = 0$ from `hd`, the two-sided derivative agreeing with the one taken within $[0,1]$. At the origin $k = 0$ is immediate and $k = 1$ is not even.
